# A Bopp-type lower bound on the energy for two-particle matrices with capped geminal occupations

N electrons with one-body terms h and pair interactions v have an energy that depends on their state only through the two-particle density matrix D. For N ≥ 2, each one-body term can be shared among the N − 1 pairs to which its electron belongs. With D normalised to trace N(N − 1), this gives

E = tr(K D), K = ½ [v(1,2) + (h(1) + h(2))/(N − 1)].

The matrix K acts on geminals, that is, on two-electron functions. If all pairs could sit in its lowest eigengeminal, the energy would be N(N − 1) times the lowest eigenvalue. Fermi statistics forbids this for N > 2: in this normalisation no geminal has an occupation above N. How low can the energy go if this cap is the only restriction kept, besides positivity and the trace?

Let e_0 ≤ e_1 ≤ … ≤ e_{d−1} be the eigenvalues of K on a d-dimensional geminal space. The answer is to put N into each of the N − 1 lowest eigengeminals:

Re tr(K D) ≥ N (e_0 + … + e_{N−2}).

For electrons in a finite orbital basis, this is a lower bound on the lowest energy attainable in that basis, the full configuration interaction energy. A trial wavefunction built from the same orbitals gives an upper bound on the same quantity. The exact energy in a complete basis can lie below both.

## Geminals, levels and occupations

The geminal space is ℂ^d, with matrices indexed by `Fin d`, so indices start at zero. For electrons, the basis would be an orthonormal set of antisymmetric pair functions. The file takes any Hermitian K and does not build it from h and v.

```lean
import Mathlib

open Matrix
open scoped ComplexOrder

namespace CappedGeminalBound

noncomputable section

variable {d N : ℕ} {K D : Matrix (Fin d) (Fin d) ℂ}
```

The levels e_k are the eigenvalues in increasing order, repeated according to multiplicity.

```lean
/-- The eigenvalues of the Hermitian matrix `K`, with multiplicity, in increasing order. -/
def level (hK : K.IsHermitian) (k : Fin d) : ℝ :=
  hK.eigenvalues (Tuple.sort hK.eigenvalues k)
```

Let V be the matrix whose column v_k is the normalised eigenvector belonging to e_k.

```lean
/-- The matrix whose columns are eigenvectors of `K`, in the order of the levels. -/
def modes (hK : K.IsHermitian) : Matrix (Fin d) (Fin d) ℂ :=
  fun i k => (hK.eigenvectorUnitary : Matrix (Fin d) (Fin d) ℂ) i (Tuple.sort hK.eigenvalues k)
```

Both definitions rest on `Tuple.sort`. Applied to a list of real numbers f, it returns a permutation σ of the indices for which f(σ(0)), f(σ(1)), … is increasing. Because the same σ reorders the eigenvalues and the eigenvectors, each level keeps its own geminal, even when levels are degenerate. Two facts about σ are used later: `Tuple.monotone_sort` supplies the ordering, and `Equiv.sum_comp` says that a sum over all indices is unchanged by the permutation.

The occupation of the k-th eigengeminal is the diagonal element of D in this basis,

n_k = Re (V† D V)_kk = Re (v_k† D v_k).

```lean
/-- The occupation of the `k`-th eigengeminal of `K` in the two-particle matrix `D`. -/
def occupation (hK : K.IsHermitian) (D : Matrix (Fin d) (Fin d) ℂ) (k : Fin d) : ℝ :=
  (((modes hK)ᴴ * D * modes hK) k k).re
```

Three conditions are imposed on D: D ≥ 0, N·1 − D ≥ 0 and tr D = N(N − 1). The first says that no geminal has a negative occupation. The second is the cap, which stands for the limit that antisymmetry places on pair occupations; it is assumed here and not derived from an N-electron wavefunction.

```lean
/-- The conditions on `D`: it is positive semidefinite, its geminal occupations are capped
by `N`, and its trace is `N (N - 1)`. -/
structure IsCapped (N : ℕ) (D : Matrix (Fin d) (Fin d) ℂ) : Prop where
  nonneg : D.PosSemidef
  cap : ((N : ℂ) • (1 : Matrix (Fin d) (Fin d) ℂ) - D).PosSemidef
  trace_eq : D.trace = (N : ℂ) * ((N : ℂ) - 1)
```

The sum of the lowest levels runs over the indices with k + 1 < N. For N ≥ 2 these are 0, …, N − 2, provided that the space is large enough.

```lean
/-- The sum of the levels of `K` whose index `k`, counted from zero, satisfies `k + 1 < N`. -/
def lowestSum (hK : K.IsHermitian) (N : ℕ) : ℝ :=
  ∑ k ∈ Finset.univ.filter (fun k : Fin d => (k : ℕ) + 1 < N), level hK k
```

The candidate for the lowest energy has occupations f_k = N for k + 1 < N and f_k = 0 otherwise.

```lean
/-- Occupation `N` for each index with `k + 1 < N`, counted from zero, and `0` for the others. -/
def fill (N : ℕ) (k : Fin d) : ℝ := if (k : ℕ) + 1 < N then N else 0
```

The corresponding matrix is V diag(f) V†.

```lean
/-- The two-particle matrix whose eigengeminals are those of `K`, with occupations `fill`. -/
def filled (hK : K.IsHermitian) (N : ℕ) : Matrix (Fin d) (Fin d) ℂ :=
  modes hK * diagonal (fun k => (fill N k : ℂ)) * (modes hK)ᴴ
```

## Filling from below

If N − 1 ≤ d and N ≥ 1, exactly N − 1 indices carry the value N, so Σ f_k = N(N − 1). For N = 0 both sides vanish. The hypothesis N − 1 ≤ d is written `N ≤ d + 1`, which avoids subtraction of natural numbers.

```lean
/-- If `N - 1` geminals fit into the space, the occupations `fill` add up to `N (N - 1)`. -/
theorem sum_fill (hN : N ≤ d + 1) : ∑ k : Fin d, fill N k = (N : ℝ) * ((N : ℝ) - 1) := by
  have h : (Finset.range d).filter (fun i => i + 1 < N) = Finset.range (N - 1) := by
    ext i
    simp only [Finset.mem_filter, Finset.mem_range]
    omega
  unfold fill
  rw [Fin.sum_univ_eq_sum_range (fun i => if i + 1 < N then (N : ℝ) else 0) d,
    ← Finset.sum_filter, h, Finset.sum_const, Finset.card_range, nsmul_eq_mul]
  cases N with
  | zero => simp
  | succ m =>
    rw [Nat.add_sub_cancel]
    push_cast
    ring
```

Now take any occupations with 0 ≤ n_k ≤ N and Σ n_k = N(N − 1). For N = 0 they all vanish and there is nothing to compare, so let N ≥ 1. The cap gives N(N − 1) ≤ dN, hence N − 1 ≤ d, and the filled distribution fits into the space.

Choose a threshold energy μ with e_k ≤ μ for the filled levels and μ ≤ e_k for the empty ones. If there is an empty level, the lowest one, e_{N−1}, will do. If all levels are filled, any upper bound on them will do, for instance Σ |e_k|. Then for every k

(e_k − μ)(n_k − f_k) ≥ 0.

On a filled level, neither factor is positive, since n_k ≤ N = f_k. On an empty level, neither is negative, since n_k ≥ 0 = f_k. Summing over k gives

Σ e_k n_k − Σ e_k f_k − μ (Σ n_k − Σ f_k) ≥ 0.

The two totals are equal, so the term with μ vanishes and Σ e_k f_k ≤ Σ e_k n_k.

In the proof below, `key` is the product inequality, obtained by `nlinarith` separately for filled and empty levels, and `expand` is the summed form.

```lean
/-- If increasing levels carry occupations between `0` and `N` with total `N (N - 1)`, the
energy is at least that of the occupations `fill`. -/
theorem filling_bound {e n : Fin d → ℝ} (he : Monotone e) (h0 : ∀ k, 0 ≤ n k)
    (h1 : ∀ k, n k ≤ N) (hs : ∑ k, n k = (N : ℝ) * ((N : ℝ) - 1)) :
    ∑ k, e k * fill N k ≤ ∑ k, e k * n k := by
  -- the cap and the total force at least `N - 1` levels
  have hN : N ≤ d + 1 := by
    have h : ∑ k, n k ≤ ∑ _k : Fin d, (N : ℝ) := Finset.sum_le_sum fun k _ => h1 k
    rw [hs, Finset.sum_const, Finset.card_univ, Fintype.card_fin, nsmul_eq_mul] at h
    by_contra hc
    have h2 : (d : ℝ) + 2 ≤ N := by exact_mod_cast (by omega : d + 2 ≤ N)
    have hd : (0 : ℝ) ≤ d := Nat.cast_nonneg d
    nlinarith [mul_nonneg (Nat.cast_nonneg (α := ℝ) N) (sub_nonneg.2 h2)]
  -- a threshold energy between the filled and the empty levels
  obtain ⟨μ, hlow, hhigh⟩ : ∃ μ : ℝ, (∀ k : Fin d, (k : ℕ) + 1 < N → e k ≤ μ) ∧
      (∀ k : Fin d, ¬ (k : ℕ) + 1 < N → μ ≤ e k) := by
    by_cases h : N - 1 < d
    · exact ⟨e ⟨N - 1, h⟩, fun k hk => he (Fin.le_def.2 (by dsimp only; omega)),
        fun k hk => he (Fin.le_def.2 (by dsimp only; omega))⟩
    · refine ⟨∑ k, |e k|, fun k _ => (le_abs_self _).trans
        (Finset.single_le_sum (f := fun k => |e k|) (fun i _ => abs_nonneg _)
          (Finset.mem_univ k)), fun k hk => ?_⟩
      have := k.isLt
      omega
  have key : ∀ k, 0 ≤ (e k - μ) * (n k - fill N k) := by
    intro k
    unfold fill
    split_ifs with hk
    · nlinarith [mul_nonneg (sub_nonneg.2 (hlow k hk)) (sub_nonneg.2 (h1 k))]
    · nlinarith [mul_nonneg (sub_nonneg.2 (hhigh k hk)) (h0 k)]
  have expand : ∑ k, (e k - μ) * (n k - fill N k) =
      (∑ k, e k * n k - ∑ k, e k * fill N k) - μ * (∑ k, n k - ∑ k : Fin d, fill N k) := by
    rw [← Finset.sum_sub_distrib, ← Finset.sum_sub_distrib, Finset.mul_sum,
      ← Finset.sum_sub_distrib]
    exact Finset.sum_congr rfl fun k _ => by ring
  have hsum := Finset.sum_nonneg (fun k (_ : k ∈ Finset.univ) => key k)
  rw [expand, hs, sum_fill hN] at hsum
  linarith
```

## From matrices to occupations

To apply this inequality to D, we need the eigenbasis. The eigenvectors are orthonormal, V†V = 1. Mathlib provides this for its own ordering of the eigenvectors. Entry (i, j) of V†V is entry (σ(i), σ(j)) of that earlier product, and σ(i) = σ(j) only when i = j.

```lean
/-- The eigengeminals of `K` are orthonormal. -/
theorem modes_orthonormal (hK : K.IsHermitian) : (modes hK)ᴴ * modes hK = 1 := by
  have hU := Matrix.mem_unitaryGroup_iff'.1 hK.eigenvectorUnitary.2
  ext i j
  refine (congrFun (congrFun hU (Tuple.sort hK.eigenvalues i))
    (Tuple.sort hK.eigenvalues j)).trans ?_
  simp [Matrix.one_apply]
```

The spectral decomposition reads, entry by entry,

K_ij = Σ_k V_ik e_k V_jk*.

This is Mathlib's spectral theorem with the terms of the sum permuted, which is where `Equiv.sum_comp` enters.

```lean
/-- The eigengeminals and the ordered levels give the spectral decomposition of `K`. -/
theorem spectral_form (hK : K.IsHermitian) :
    modes hK * diagonal (fun k => (level hK k : ℂ)) * (modes hK)ᴴ = K := by
  ext i j
  let U : Matrix (Fin d) (Fin d) ℂ := hK.eigenvectorUnitary
  have h : K i j = ∑ k, U i k * (hK.eigenvalues k : ℂ) * star (U j k) := by
    have h0 := hK.spectral_theorem
    rw [Unitary.conjStarAlgAut_apply] at h0
    calc K i j = (U * diagonal (fun k => (hK.eigenvalues k : ℂ)) * star U) i j :=
          congrFun (congrFun h0 i) j
      _ = _ := by
          rw [Matrix.mul_apply]
          simp only [Matrix.mul_diagonal, Matrix.star_apply]
  refine Eq.trans ?_ h.symm
  rw [Matrix.mul_apply]
  simp only [Matrix.mul_diagonal, Matrix.conjTranspose_apply]
  exact Equiv.sum_comp (Tuple.sort hK.eigenvalues)
    (fun k => U i k * (hK.eigenvalues k : ℂ) * star (U j k))
```

Inserting the decomposition into the energy and moving V cyclically under the trace gives

tr(K D) = tr(V diag(e) V† D) = tr(diag(e) V† D V) = Σ e_k (V† D V)_kk.

The levels are real, so taking the real part gives Re tr(K D) = Σ e_k n_k. When D is Hermitian, as the conditions require, the trace is already real and the real part discards nothing.

```lean
/-- For Hermitian `K`, the real part of `tr (K D)` is the sum of level times occupation. -/
theorem energy_eq_sum (hK : K.IsHermitian) (D : Matrix (Fin d) (Fin d) ℂ) :
    (K * D).trace.re = ∑ k, level hK k * occupation hK D k := by
  have h : (K * D).trace = (diagonal (fun k => (level hK k : ℂ)) *
      ((modes hK)ᴴ * D * modes hK)).trace := by
    calc (K * D).trace = (modes hK * diagonal (fun k => (level hK k : ℂ)) *
          (modes hK)ᴴ * D).trace := by rw [spectral_form hK]
      _ = _ := by
          rw [Matrix.mul_assoc, Matrix.mul_assoc, Matrix.trace_mul_comm]
          simp only [Matrix.mul_assoc]
  rw [h]
  simp only [Matrix.trace, Matrix.diag_apply, Matrix.diagonal_mul, Complex.re_sum,
    Complex.re_ofReal_mul, occupation]
```

The conditions on D now become conditions on the occupations. From D ≥ 0 we get n_k = v_k† D v_k ≥ 0. Since v_k is normalised,

N − n_k = v_k† (N·1 − D) v_k ≥ 0.

V is square, so V†V = 1 also gives VV† = 1, and therefore

Σ n_k = tr(V† D V) = tr(D V V†) = tr D = N(N − 1).

The Lean proof obtains both inequalities from the fact that V† A V is positive semidefinite whenever A is, and that such a matrix has a nonnegative diagonal.

```lean
/-- Under the conditions on `D`, each eigengeminal of `K` has occupation between `0` and `N`,
and the occupations add up to `N (N - 1)`. -/
theorem occupation_bounds (hK : K.IsHermitian) (hD : IsCapped N D) :
    (∀ k, 0 ≤ occupation hK D k) ∧ (∀ k, occupation hK D k ≤ N) ∧
      ∑ k, occupation hK D k = (N : ℝ) * ((N : ℝ) - 1) := by
  have hV := modes_orthonormal hK
  refine ⟨fun k => ?_, fun k => ?_, ?_⟩
  · exact (Complex.le_def.1 (hD.nonneg.conjTranspose_mul_mul_same (modes hK)).diag_nonneg).1
  · have h := (hD.cap.conjTranspose_mul_mul_same (modes hK)).diag_nonneg (i := k)
    rw [Matrix.mul_sub, Matrix.sub_mul, Matrix.mul_smul, Matrix.smul_mul, Matrix.mul_one,
      hV] at h
    have h2 := (Complex.le_def.1 h).1
    simp only [Matrix.sub_apply, Matrix.smul_apply, Matrix.one_apply_eq, smul_eq_mul, mul_one,
      Complex.sub_re, Complex.natCast_re, Complex.zero_re] at h2
    exact sub_nonneg.1 h2
  · -- the trace does not depend on the basis
    have h : ((modes hK)ᴴ * D * modes hK).trace = D.trace := by
      rw [Matrix.trace_mul_comm, ← Matrix.mul_assoc, mul_eq_one_comm.1 hV, Matrix.one_mul]
    have h2 := congrArg Complex.re (h.trans hD.trace_eq)
    simpa [Matrix.trace, occupation] using h2
```

## The bound

The right-hand side of the bound is the energy of the filled distribution:

N (e_0 + … + e_{N−2}) = Σ e_k f_k.

```lean
/-- `N` times the sum of the lowest levels is the energy of the occupations `fill`. -/
theorem lowestSum_eq (hK : K.IsHermitian) (N : ℕ) :
    (N : ℝ) * lowestSum hK N = ∑ k, level hK k * fill N k := by
  rw [lowestSum, Finset.sum_filter, Finset.mul_sum]
  refine Finset.sum_congr rfl fun k _ => ?_
  unfold fill
  split_ifs <;> simp [mul_comm]
```

Combining the results gives

N (e_0 + … + e_{N−2}) = Σ e_k f_k ≤ Σ e_k n_k = Re tr(K D).

`energy_bound` states this for every Hermitian `K` and every `D` satisfying `IsCapped N D`. It has no hypothesis on the size of N: for N > d + 1 no matrix meets the conditions, and for N = 0 or 1 only D = 0 does, with both sides zero.

```lean
/-- Bopp-type bound: for Hermitian `K`, and `D` positive semidefinite with occupations capped
by `N` and trace `N (N - 1)`, the energy is at least `N` times the sum of the `N - 1` lowest
levels of `K`. -/
theorem energy_bound (hK : K.IsHermitian) (hD : IsCapped N D) :
    (N : ℝ) * lowestSum hK N ≤ (K * D).trace.re := by
  obtain ⟨h0, h1, hs⟩ := occupation_bounds hK hD
  rw [lowestSum_eq hK N, energy_eq_sum hK D]
  exact filling_bound (Tuple.monotone_sort hK.eigenvalues) h0 h1 hs
```

The smallest case of physical interest is N = 2. The bound is then 2e_0, with K = ½H for the two-electron Hamiltonian H. On the antisymmetric pair space, 2e_0 is the exact ground-state energy, reached by D = 2 v_0 v_0†.

## A matrix that reaches the bound

For general N with N − 1 ≤ d, take D_f = V diag(f) V†. It is positive semidefinite because f_k ≥ 0. Using VV† = 1,

N·1 − D_f = V diag(N − f) V†,

and N − f_k is either 0 or N, so the cap holds. The trace is Σ f_k = N(N − 1). Finally V† D_f V = diag(f), so the occupations are the f_k and the energy is Σ e_k f_k, which is the bound.

```lean
/-- If `N - 1` geminals fit into the space, the matrix `filled` meets the conditions on `D`
and its energy equals the bound. -/
theorem filled_attains (hK : K.IsHermitian) (hN : N ≤ d + 1) :
    IsCapped N (filled hK N) ∧ (K * filled hK N).trace.re = (N : ℝ) * lowestSum hK N := by
  have hV := modes_orthonormal hK
  refine ⟨⟨?_, ?_, ?_⟩, ?_⟩
  · refine (Matrix.posSemidef_diagonal_iff.2 fun k => ?_).mul_mul_conjTranspose_same (modes hK)
    simp only [fill]
    split_ifs <;> simp
  · -- the complement fills each geminal up to the cap
    have hd : diagonal (fun k : Fin d => (N : ℂ) - (fill N k : ℂ)) =
        (N : ℂ) • (1 : Matrix (Fin d) (Fin d) ℂ) - diagonal (fun k => (fill N k : ℂ)) := by
      ext i j
      by_cases hij : i = j <;> simp [hij]
    have hc : (N : ℂ) • (1 : Matrix (Fin d) (Fin d) ℂ) - filled hK N =
        modes hK * diagonal (fun k => (N : ℂ) - (fill N k : ℂ)) * (modes hK)ᴴ := by
      rw [hd, Matrix.mul_sub, Matrix.sub_mul, Matrix.mul_smul, Matrix.smul_mul,
        Matrix.mul_one, mul_eq_one_comm.1 hV, filled]
    rw [hc]
    refine (Matrix.posSemidef_diagonal_iff.2 fun k => ?_).mul_mul_conjTranspose_same (modes hK)
    simp only [fill]
    split_ifs <;> simp
  · rw [filled, Matrix.trace_mul_comm, ← Matrix.mul_assoc, hV, Matrix.one_mul,
      Matrix.trace_diagonal]
    exact_mod_cast congrArg Complex.ofReal (sum_fill hN)
  · have ho : (modes hK)ᴴ * filled hK N * modes hK = diagonal (fun k => (fill N k : ℂ)) := by
      rw [filled, Matrix.mul_assoc, Matrix.mul_assoc, hV, Matrix.mul_one,
        ← Matrix.mul_assoc, hV, Matrix.one_mul]
    rw [energy_eq_sum hK, lowestSum_eq]
    refine Finset.sum_congr rfl fun k _ => ?_
    rw [occupation, ho, Matrix.diagonal_apply_eq, Complex.ofReal_re]
```

The bound is therefore the minimum over all capped matrices. `IsLeast` expresses this in two parts: the value belongs to the set of attainable energies, and no member of the set lies below it.

```lean
/-- If `N - 1` geminals fit into the space, the bound is the minimum of the energy over all
matrices `D` that meet the conditions. -/
theorem energy_bound_isLeast (hK : K.IsHermitian) (hN : N ≤ d + 1) :
    IsLeast ((fun D => (K * D).trace.re) '' {D | IsCapped N D}) ((N : ℝ) * lowestSum hK N) := by
  refine ⟨⟨filled hK N, (filled_attains hK hN).1, (filled_attains hK hN).2⟩, ?_⟩
  rintro _ ⟨D, hD, rfl⟩
  exact energy_bound hK hD

end

end CappedGeminalBound
```

This minimum is taken over a set that can be larger than the set of density matrices of N-electron states. A capped D need not come from any such state, so for N > 2 the ground-state energy in the chosen orbital basis may lie above the bound.

```lean
#print axioms CappedGeminalBound.energy_bound
#print axioms CappedGeminalBound.energy_bound_isLeast
```

```
'CappedGeminalBound.energy_bound' depends on axioms: [propext, Classical.choice, Quot.sound]
'CappedGeminalBound.energy_bound_isLeast' depends on axioms: [propext, Classical.choice, Quot.sound]
```
